# At most 2m + 1 sites of a finite open chain lie within m lattice spacings of a given site

On a finite open chain of N sites, the separation of two sites is the absolute difference of their indices, with no wrapping round the ends. The lemma says that, for any site a and natural number m, at most 2m + 1 sites lie within separation m of a, with a itself counted. The count is written as a real sum over all sites b, each term being 1 if b is close enough and 0 otherwise. The proof sends each such site to its index as an integer, which lies between a − m and a + m. This map is injective and the interval holds 2m + 1 integers, so the bound follows.

The first attempt, which Lean rejects:

```lean
import Mathlib

open Finset

namespace SumWindowLe

noncomputable section

variable {N : ℕ}

/-- The separation `|i - j|` of two sites of the chain, in lattice spacings. -/
def sep (i j : Fin N) : ℕ := (((i : ℕ) : ℤ) - ((j : ℕ) : ℤ)).natAbs

/-- At most `2m+1` sites lie within separation `m` of a given site. -/
theorem sum_window_le (a : Fin N) (m : ℕ) :
    ∑ b, (if sep a b ≤ m then (1 : ℝ) else 0) ≤ 2 * m + 1 := by
  have h : (univ.filter fun b => sep a b ≤ m).card
      ≤ (Icc (((a : ℕ) : ℤ) - m) (((a : ℕ) : ℤ) + m)).card := by
    apply Finset.card_le_card_of_injOn (fun b => ((b : ℕ) : ℤ))
    · intro b hb
      have hb' : sep a b ≤ m := (mem_filter.1 (mem_coe.1 hb)).2
      unfold sep at hb'
      refine mem_coe.2 (mem_Icc.2 ?_)
      constructor <;> dsimp only <;> omega
    · intro b _ c _ hbc
      dsimp only at hbc
      exact Fin.ext (by omega)
  rw [Int.card_Icc] at h
  have h2 : (univ.filter fun b => sep a b ≤ m).card ≤ 2 * m + 1 := by omega
  rw [Finset.sum_boole]
  exact_mod_cast h2

end

end SumWindowLe
```

The compiler's answer:

```
Main.lean:19:4: error: Tactic `apply` failed: could not unify the conclusion of `card_le_card_of_injOn fun b => ↑b`
  #?m.61 ≤ #?m.62
with the goal
  #{b | sep a b ≤ m} ≤ #(Icc (↑↑a - ↑m) (↑↑a + ↑m))

Note: The full type of `card_le_card_of_injOn fun b => ↑b` is
  Set.MapsTo (fun b => ↑b) ↑?m.61 ↑?m.62 → Set.InjOn (fun b => ↑b) ↑?m.61 → #?m.61 ≤ #?m.62

N : ℕ
a : Fin N
m : ℕ
⊢ #{b | sep a b ≤ m} ≤ #(Icc (↑↑a - ↑m) (↑↑a + ↑m))
```

The function given to `card_le_card_of_injOn` was `fun b => ((b : ℕ) : ℤ)`, with no type for `b`. Lean elaborated it before matching the lemma with the goal, so the ascription `(b : ℕ)` fixed `b` as a natural number instead of coercing it from `Fin N`. The message shows this: the function has a single coercion, `↑b`, where a site would need two, as in `↑↑a`. The lemma then concerned a finite set of naturals on the left, while the goal has a finite set of sites, and `apply` could not unify them.

Writing `fun b : Fin N => ...` makes the function start from sites, and this cures the reported error.

The other changes state the interval bounds (`hI`) and the equality of indices (`hbc'`) outright, where the first version used `dsimp only` to simplify them before `omega`. No message concerns those steps, since the proof of `h` stopped at `apply`, so nothing here shows that they needed changing.

The mended proof, as a diff:

```diff
@@ -17,12 +17,13 @@
   have h : (univ.filter fun b => sep a b ≤ m).card
       ≤ (Icc (((a : ℕ) : ℤ) - m) (((a : ℕ) : ℤ) + m)).card := by
-    apply Finset.card_le_card_of_injOn (fun b => ((b : ℕ) : ℤ))
+    apply Finset.card_le_card_of_injOn (fun b : Fin N => ((b : ℕ) : ℤ))
     · intro b hb
       have hb' : sep a b ≤ m := (mem_filter.1 (mem_coe.1 hb)).2
       unfold sep at hb'
-      refine mem_coe.2 (mem_Icc.2 ?_)
-      constructor <;> dsimp only <;> omega
+      have hI : ((a : ℕ) : ℤ) - m ≤ ((b : ℕ) : ℤ) ∧
+          ((b : ℕ) : ℤ) ≤ ((a : ℕ) : ℤ) + m := by omega
+      exact mem_coe.2 (mem_Icc.2 hI)
     · intro b _ c _ hbc
-      dsimp only at hbc
+      have hbc' : ((b : ℕ) : ℤ) = ((c : ℕ) : ℤ) := hbc
       exact Fin.ext (by omega)
   rw [Int.card_Icc] at h
```
